# Cutting the hoppings of the band k²/2 on [−π, π] at range M ≥ 1 leaves a zone-boundary error between 2/(M+1) and 2/M

Take the lowest band of free electrons in one dimension, with ħ, the electron mass and the lattice constant set to 1. Suppose its hoppings are cut off at range M = 10, without readjusting those that are kept, because the first discarded hopping has magnitude only 1/121, about 0.008. At the zone boundary the truncated band is then too low by more than 2/11, about 0.18. The contributions of the discarded hoppings all have the same sign there, so the error falls off as 2/M and not as 1/M². For this one-dimensional, non-interacting band, the bounds below say what range a prescribed accuracy requires when the kept hoppings are not refitted.

## The band k²/2, with its kink at the zone boundary

The units are ħ = m = 1 and the lattice constant is 1, so the Brillouin zone is [−π, π]. On it the lowest folded band is E(k) = k²/2. Repeated periodically, it has a kink at k = π, where the slope jumps from π to −π. There is no lattice potential, and the higher folded bands are left aside.

The hopping t_R over R lattice sites and the truncated band E_M are

t_R = (1/2π) ∫ E(k) cos(kR) dk, over −π ≤ k ≤ π

E_M(k) = Σ t_R cos(kR), over −M ≤ R ≤ M

In Lean these are `hopping R`, with R an integer, and `truncatedBand M k`, with M a natural number; E is `band`. Hoppings enter with a plus sign. The closed form of t_R is proved from the integral.

```lean
import Mathlib

open Real Filter Topology

namespace FoldedFreeElectronBand

noncomputable section

/-- The free-electron band `k²/2`, used on the Brillouin zone `[-π, π]`. -/
def band (k : ℝ) : ℝ := k ^ 2 / 2

/-- The hopping to the `R`-th neighbour: the cosine Fourier coefficient of the band over the
Brillouin zone. -/
def hopping (R : ℤ) : ℝ := 1 / (2 * π) * ∫ k in (-π)..π, band k * cos (k * R)

/-- The tight-binding band that keeps only the hoppings with `|R| ≤ M`. -/
def truncatedBand (M : ℕ) (k : ℝ) : ℝ :=
  ∑ R ∈ Finset.Icc (-(M : ℤ)) (M : ℤ), hopping R * cos (k * R)
```

The choice of band matters: for E(k) = −cos k, which is smooth across the boundary, the nearest-neighbour hoppings already give the band exactly.

## R ≠ 0: a hop to another site

The on-site term is the mean of the band:

t_0 = (1/2π)(π³/3) = π²/6

```lean
/-- The on-site term, the mean of the band over the zone, is `π²/6`. -/
theorem hopping_zero : hopping 0 = π ^ 2 / 6 := by
  have h : ∫ k in (-π)..π, k ^ 2 / 2 = π ^ 3 / 3 := by
    rw [intervalIntegral.integral_div, integral_pow]
    push_cast
    ring
  simp only [hopping, band, Int.cast_zero, mul_zero, cos_zero, mul_one]
  rw [h, div_mul_eq_mul_div, div_eq_iff (by positivity)]
  ring
```

For R ≠ 0, two integrations by parts give an antiderivative of E(k) cos(kR):

F(k) = k² sin(kR)/(2R) + k cos(kR)/R² − sin(kR)/R³

Since sin(πR) = 0 and cos(πR) = (−1)^R, F(π) − F(−π) = 2π(−1)^R/R², and so

t_R = (−1)^R/R²

The hypothesis is used in dividing by R. In the proof, `hd` checks the derivative of F, with `field_simp` clearing the powers of R, and `hi` applies the fundamental theorem of calculus. At R = 0 the formula has no meaning, and the mean π²/6 takes its place.

```lean
/-- The hopping over a nonzero distance `R` is `(-1)^R / R²`. -/
theorem hopping_of_ne_zero {R : ℤ} (hR : R ≠ 0) : hopping R = (-1) ^ R / (R : ℝ) ^ 2 := by
  have hR' : (R : ℝ) ≠ 0 := Int.cast_ne_zero.mpr hR
  have hs : sin (π * R) = 0 := by rw [mul_comm]; exact sin_int_mul_pi R
  have hc : cos (π * R) = (-1) ^ R := by rw [mul_comm]; exact cos_int_mul_pi R
  -- an explicit antiderivative, from two integrations by parts
  have hd : ∀ k : ℝ, HasDerivAt (fun x : ℝ => x ^ 2 / 2 * (sin (x * R) / R)
      + x * (cos (x * R) / (R : ℝ) ^ 2) - sin (x * R) / (R : ℝ) ^ 3)
      (band k * cos (k * R)) k := by
    intro k
    have hl : HasDerivAt (fun x : ℝ => x * (R : ℝ)) (R : ℝ) k := hasDerivAt_mul_const (R : ℝ)
    have h2 : HasDerivAt (fun x : ℝ => x ^ 2 / 2) k k :=
      ((hasDerivAt_pow 2 k).div_const 2).congr_deriv (by norm_num)
    refine (((h2.fun_mul (hl.sin.div_const (R : ℝ))).fun_add
      ((hasDerivAt_id' k).fun_mul (hl.cos.div_const ((R : ℝ) ^ 2)))).fun_sub
      (hl.sin.div_const ((R : ℝ) ^ 3))).congr_deriv ?_
    unfold band
    field_simp
    ring
  have hi := intervalIntegral.integral_eq_sub_of_hasDerivAt (a := -π) (b := π)
    (fun k _ => hd k) (Continuous.intervalIntegrable (by unfold band; fun_prop) _ _)
  unfold hopping
  rw [hi]
  simp only [neg_mul, sin_neg, cos_neg, hs, hc]
  generalize ((-1 : ℝ) ^ R) = s
  rw [div_mul_eq_mul_div, div_eq_iff (by positivity)]
  ring
```

The neighbours at ±(M+1) have equal hoppings, because the cosine is even. Adding both gives

E_{M+1}(k) = E_M(k) + 2(−1)^(M+1) cos(k(M+1))/(M+1)²

The proof splits the two new integers off the summation range. They are never zero, so the closed form applies.

```lean
/-- Adding the pair of neighbours at distance `M + 1` adds one cosine to the band. -/
theorem truncatedBand_succ (M : ℕ) (k : ℝ) : truncatedBand (M + 1) k = truncatedBand M k
    + 2 * ((-1) ^ (M + 1) / ((M : ℝ) + 1) ^ 2 * cos (k * ((M : ℝ) + 1))) := by
  have hI : Finset.Icc (-((M + 1 : ℕ) : ℤ)) ((M + 1 : ℕ) : ℤ)
      = insert ((M : ℤ) + 1) (insert (-((M : ℤ) + 1)) (Finset.Icc (-(M : ℤ)) (M : ℤ))) := by
    ext R
    simp only [Finset.mem_insert, Finset.mem_Icc]
    push_cast
    omega
  have hneg : hopping (-((M : ℤ) + 1)) = hopping ((M : ℤ) + 1) := by
    simp only [hopping, Int.cast_neg, mul_neg, cos_neg]
  have hz : (-1 : ℝ) ^ ((M : ℤ) + 1) = (-1) ^ (M + 1) := by
    have h := zpow_natCast (-1 : ℝ) (M + 1)
    rwa [Nat.cast_add, Nat.cast_one] at h
  have h1 := hopping_of_ne_zero (R := (M : ℤ) + 1) (by omega)
  unfold truncatedBand
  rw [hI, Finset.sum_insert (by simp only [Finset.mem_insert, Finset.mem_Icc]; omega),
    Finset.sum_insert (by simp only [Finset.mem_Icc]; omega), hneg, h1, hz]
  simp only [Int.cast_neg, Int.cast_add, Int.cast_natCast, Int.cast_one, mul_neg, cos_neg]
  ring
```

Starting from E_0 = π²/6, induction on M gives

E_M(k) = π²/6 + 2 Σ (−1)^(n+1) cos(k(n+1))/(n+1)², over 0 ≤ n < M

```lean
/-- The truncated band as an explicit cosine sum over neighbour distances `1, …, M`. -/
theorem truncatedBand_eq (M : ℕ) (k : ℝ) : truncatedBand M k = π ^ 2 / 6
    + 2 * ∑ n ∈ Finset.range M, (-1) ^ (n + 1) / ((n : ℝ) + 1) ^ 2 * cos (k * ((n : ℝ) + 1)) := by
  induction M with
  | zero => simp [truncatedBand, hopping_zero]
  | succ M ih =>
    rw [truncatedBand_succ, ih, Finset.sum_range_succ]
    ring
```

## −π ≤ k ≤ π: a wavevector in the closed zone

To show that E_M(k) tends to E(k), set x = (k + π)/(2π), which lies in [0, 1] exactly when k lies in the zone. The Fourier series of the second Bernoulli polynomial, taken from Mathlib, is

Σ cos(2πnx)/n² = π²(x² − x + 1/6), over n ≥ 1, for 0 ≤ x ≤ 1

Here cos(2πnx) = cos(nk + nπ) = (−1)^n cos(nk), so the left side is the sum in E_M, continued to infinity. Substituting k = 2πx − π gives

k²/2 = π²/6 + 2π²(x² − x + 1/6)

and the limits agree. In the proof, `hmem` is where the hypothesis enters, `hS` is the series, `hf` matches the terms and `hband` is the last identity.

Outside the zone E_M(k) does not tend to k²/2 at any k. E_M is periodic and tends to the folded value, which is smaller than k²/2; at k = 2π it tends to 0, while `band` gives 2π².

```lean
/-- On the whole closed Brillouin zone the truncated bands converge to the free-electron band. -/
theorem truncatedBand_tendsto {k : ℝ} (hk : k ∈ Set.Icc (-π) π) :
    Tendsto (fun M => truncatedBand M k) atTop (𝓝 (band k)) := by
  have hpi := pi_pos
  obtain ⟨h1, h2⟩ := hk
  -- the zone is mapped to the unit interval, with the zone boundary at its ends
  obtain ⟨x, hx⟩ : ∃ x : ℝ, 2 * π * x = k + π := ⟨(k + π) / (2 * π), by field_simp⟩
  have hmem : x ∈ Set.Icc (0 : ℝ) 1 := ⟨by nlinarith, by nlinarith⟩
  have hB : ∀ y : ℝ, ((Polynomial.bernoulli 2).map (algebraMap ℚ ℝ)).eval y
      = y ^ 2 - y + 1 / 6 := by
    intro y
    have b2 : bernoulli 2 = 1 / 6 := by
      rw [bernoulli_eq_bernoulli'_of_ne_one (by norm_num), bernoulli'_two]
    simp [Polynomial.bernoulli, Finset.sum_range_succ, b2, bernoulli_one]
    ring
  have hS : HasSum (fun n : ℕ => 1 / (n : ℝ) ^ 2 * cos (2 * π * n * x))
      (π ^ 2 * (x ^ 2 - x + 1 / 6)) := by
    have h := hasSum_one_div_nat_pow_mul_cos one_ne_zero hmem
    rw [show 2 * 1 = 2 from rfl, hB] at h
    convert h using 1
    rw [Nat.factorial_two]
    push_cast
    ring
  have hf : ∀ i : ℕ, 1 / ((i + 1 : ℕ) : ℝ) ^ 2 * cos (2 * π * ((i + 1 : ℕ) : ℝ) * x)
      = (-1) ^ (i + 1) / ((i : ℝ) + 1) ^ 2 * cos (k * ((i : ℝ) + 1)) := by
    intro i
    rw [show 2 * π * ((i + 1 : ℕ) : ℝ) * x = k * ((i + 1 : ℕ) : ℝ) + ((i + 1 : ℕ) : ℝ) * π by
      linear_combination ((i + 1 : ℕ) : ℝ) * hx, Real.cos_add_nat_mul_pi]
    push_cast
    ring
  have e : ∀ M, truncatedBand M k = π ^ 2 / 6
      + 2 * ∑ n ∈ Finset.range (M + 1), 1 / (n : ℝ) ^ 2 * cos (2 * π * n * x) := by
    intro M
    rw [truncatedBand_eq, Finset.sum_range_succ', Finset.sum_congr rfl (fun i _ => hf i)]
    simp
  have hlim := (tendsto_add_atTop_iff_nat 1).mpr hS.tendsto_sum_nat
  have hband : band k = π ^ 2 / 6 + 2 * (π ^ 2 * (x ^ 2 - x + 1 / 6)) := by
    have hk' : k = 2 * π * x - π := by linarith
    rw [band, hk']
    ring
  rw [hband]
  exact ((hlim.const_mul 2).const_add (π ^ 2 / 6)).congr fun M => (e M).symm
```

## M ≥ 1: at least nearest-neighbour hopping

At k = π the cosine is (−1)^(M+1), which cancels the sign of the hopping:

E_{M+1}(π) = E_M(π) + 2/(M+1)²

The alternating sign of t_R suggests that the discarded terms partly cancel. They do at k = 0, where the error is smaller than the first discarded pair, 2/(M+1)². Carrying that estimate over to k = π gives the wrong power of M.

```lean
/-- At the zone boundary the neighbours at distance `M + 1` raise the band by `2/(M+1)²`. -/
theorem truncatedBand_pi_succ (M : ℕ) :
    truncatedBand (M + 1) π = truncatedBand M π + 2 / ((M : ℝ) + 1) ^ 2 := by
  have hc : cos (π * ((M : ℝ) + 1)) = (-1) ^ (M + 1) := by
    rw [mul_comm]
    exact_mod_cast Real.cos_nat_mul_pi (M + 1)
  have hs : (-1 : ℝ) ^ (M + 1) * (-1) ^ (M + 1) = 1 := by
    rw [← mul_pow]
    norm_num
  rw [truncatedBand_succ, hc]
  linear_combination (2 / ((M : ℝ) + 1) ^ 2) * hs
```

Write D_M = E(π) − E_M(π), which tends to 0. For a > 0,

2/(a+1)² < 2/a − 2/(a+1) = 2/(a(a+1)) < 2/a²

With a = M+1, the right inequality shows that D_M − 2/(M+1) strictly decreases as M grows. With a = M, the left one shows the same for 2/M − D_M. Both sequences tend to 0, and a strictly decreasing sequence with limit 0 is positive. Hence

2/(M+1) < D_M < 2/M

The inequalities are `gap`, the positivity argument is `pos`, and `hE` is the limit of D_M.

Only the upper bound needs M ≥ 1; there the proof writes M = m + 1. At M = 0 the error is π²/3, still above the lower bound 2, but Lean reads 2/0 as 0 and the upper bound would be false.

```lean
/-- For `M ≥ 1` the truncated band lies below the exact band at the zone boundary by more than
`2/(M+1)` and less than `2/M`. -/
theorem zone_boundary_error {M : ℕ} (hM : 1 ≤ M) :
    2 / ((M : ℝ) + 1) < band π - truncatedBand M π ∧
      band π - truncatedBand M π < 2 / (M : ℝ) := by
  have gap : ∀ a : ℝ, 0 < a → 2 / a - 2 / (a + 1) < 2 / a ^ 2 ∧
      2 / (a + 1) ^ 2 < 2 / a - 2 / (a + 1) := by
    intro a ha
    have h : 2 / a - 2 / (a + 1) = 2 / (a * (a + 1)) := by
      rw [div_sub_div _ _ ha.ne' (by positivity)]
      congr 1
      ring
    rw [h]
    exact ⟨div_lt_div_of_pos_left (by norm_num) (by positivity) (by nlinarith),
      div_lt_div_of_pos_left (by norm_num) (by positivity) (by nlinarith)⟩
  -- a strictly decreasing sequence with limit zero is positive
  have pos : ∀ u : ℕ → ℝ, (∀ n, u (n + 1) < u n) → Tendsto u atTop (𝓝 0) → ∀ n, 0 < u n :=
    fun u h l n => ((antitone_nat_of_succ_le fun m => (h m).le).le_of_tendsto l
      (n + 1)).trans_lt (h n)
  have hd : Tendsto (fun n : ℕ => 2 / ((n : ℝ) + 1)) atTop (𝓝 0) := by
    simpa [div_eq_mul_inv] using
      (tendsto_one_div_add_atTop_nhds_zero_nat (𝕜 := ℝ)).const_mul 2
  have hE : Tendsto (fun n => band π - truncatedBand n π) atTop (𝓝 0) := by
    simpa using (truncatedBand_tendsto (k := π)
      ⟨by linarith [pi_pos], le_refl π⟩).const_sub (band π)
  constructor
  · have h := pos (fun n => band π - truncatedBand n π - 2 / ((n : ℝ) + 1)) (fun n => by
      have g := (gap ((n : ℝ) + 1) (by positivity)).1
      simp only [truncatedBand_pi_succ, Nat.cast_add, Nat.cast_one]
      linarith) (by simpa using hE.sub hd) M
    linarith
  · obtain ⟨m, rfl⟩ : ∃ m, M = m + 1 := ⟨M - 1, by omega⟩
    have h := pos (fun n => 2 / ((n : ℝ) + 1) - (band π - truncatedBand (n + 1) π)) (fun n => by
      have g := (gap ((n : ℝ) + 1) (by positivity)).2
      simp only [truncatedBand_pi_succ (n + 1), Nat.cast_add, Nat.cast_one]
      linarith) (by simpa using hd.sub ((tendsto_add_atTop_iff_nat 1).mpr hE)) m
    rw [Nat.cast_add, Nat.cast_one]
    linarith
```

## The rest of the zone, for every M

Since |cos| ≤ 1, each added pair changes the band at k by at most what it adds at π. Summing the pairs from M+1 to N gives

|E_N(k) − E_M(k)| ≤ E_N(π) − E_M(π)

and letting N grow gives |E(k) − E_M(k)| ≤ D_M. The proof has the single-pair bound as `hb`, the sum as an induction on N in `h`, and then the limit. Membership of k in the zone is used only in that limit. Without it the estimate fails at k = 2π for large M, where the left side tends to 2π² and the right side to 0.

```lean
/-- Nowhere in the Brillouin zone is the truncation error larger than at the zone boundary. -/
theorem error_le_zone_boundary_error (M : ℕ) {k : ℝ} (hk : k ∈ Set.Icc (-π) π) :
    |band k - truncatedBand M k| ≤ band π - truncatedBand M π := by
  have hb : ∀ j : ℕ, |2 * ((-1) ^ (j + 1) / ((j : ℝ) + 1) ^ 2 * cos (k * ((j : ℝ) + 1)))|
      ≤ 2 / ((j : ℝ) + 1) ^ 2 := by
    intro j
    have hp : (0 : ℝ) < ((j : ℝ) + 1) ^ 2 := by positivity
    rw [abs_mul, abs_mul, abs_div, abs_neg_one_pow, abs_of_pos hp, abs_two]
    calc 2 * (1 / ((j : ℝ) + 1) ^ 2 * |cos (k * ((j : ℝ) + 1))|)
        ≤ 2 * (1 / ((j : ℝ) + 1) ^ 2 * 1) := by
          gcongr
          exact abs_cos_le_one _
      _ = 2 / ((j : ℝ) + 1) ^ 2 := by ring
  -- compare the contributions of the neighbours between `M` and `N`, then let `N` grow
  have h : ∀ N, M ≤ N → |truncatedBand N k - truncatedBand M k|
      ≤ truncatedBand N π - truncatedBand M π := by
    intro N hN
    induction N, hN using Nat.le_induction with
    | base => simp
    | succ N _ ih =>
      rw [truncatedBand_succ N k, truncatedBand_pi_succ N]
      have h1 := abs_le.mp ih
      have h2 := abs_le.mp (hb N)
      exact abs_le.mpr ⟨by linarith [h1.1, h2.1], by linarith [h1.2, h2.2]⟩
  have hpi := truncatedBand_tendsto (k := π) ⟨by linarith [pi_pos], le_refl π⟩
  exact le_of_tendsto_of_tendsto ((truncatedBand_tendsto hk).sub_const _).abs
    (hpi.sub_const _) ((eventually_ge_atTop M).mono fun N hN => h N hN)
```

Multiplying the two bounds by M gives, for M ≥ 1,

2M/(M+1) < M·D_M < 2

so M·D_M tends to 2. The theorem needs no hypothesis on M, because a limit ignores M = 0; `eventually_ge_atTop 1` supplies M ≥ 1 inside the squeeze.

```lean
/-- The zone-boundary error times the cutoff `M` tends to `2` as `M` grows. -/
theorem zone_boundary_error_asymptotics :
    Tendsto (fun M : ℕ => (M : ℝ) * (band π - truncatedBand M π)) atTop (𝓝 2) := by
  have hl := (tendsto_natCast_div_add_atTop (1 : ℝ)).const_mul 2
  rw [mul_one] at hl
  refine tendsto_of_tendsto_of_tendsto_of_le_of_le' hl tendsto_const_nhds ?_ ?_
  · filter_upwards [eventually_ge_atTop 1] with M hM
    calc 2 * ((M : ℝ) / ((M : ℝ) + 1)) = (M : ℝ) * (2 / ((M : ℝ) + 1)) := by ring
      _ ≤ _ := mul_le_mul_of_nonneg_left (zone_boundary_error hM).1.le (Nat.cast_nonneg M)
  · filter_upwards [eventually_ge_atTop 1] with M hM
    have hp : (0 : ℝ) < M := by exact_mod_cast hM
    calc (M : ℝ) * (band π - truncatedBand M π) ≤ (M : ℝ) * (2 / (M : ℝ)) :=
          mul_le_mul_of_nonneg_left (zone_boundary_error hM).2.le hp.le
      _ = 2 := by field_simp

end

end FoldedFreeElectronBand
```

```lean
#print axioms FoldedFreeElectronBand.error_le_zone_boundary_error
#print axioms FoldedFreeElectronBand.zone_boundary_error_asymptotics
```

```
'FoldedFreeElectronBand.error_le_zone_boundary_error' depends on axioms: [propext, Classical.choice, Quot.sound]
'FoldedFreeElectronBand.zone_boundary_error_asymptotics' depends on axioms: [propext, Classical.choice, Quot.sound]
```
